# Benzene in D6h symmetry: among the vibrations A2u and E1u together occur four times, and A1g, E1g and E2g together seven times

## Thirty vibrations and two spectra

A benzene molecule has twelve atoms, hence 36 displacement coordinates. Three combinations move the molecule as a whole and three rotate it, which leaves 30 vibrations. Its infrared and Raman spectra show far fewer fundamentals than that. Symmetry accounts for much of the reduction: some vibrations are degenerate, and many cannot change the dipole moment or the polarizability to first order.

For a rigid molecule with D6h equilibrium geometry and the same isotope on all equivalent sites, in the harmonic approximation, the number of fundamentals allowed in each spectrum follows from the positions of the atoms alone. No force constants are needed. The count concerns symmetry species: a degenerate pair is one occurrence of an E species and gives one frequency.

## The operations and the claim

Number the corners of the carbon hexagon \(j=0,\dots,5\), with one hydrogen outside each carbon. An operation has a label \(g=(k,s,h)\). It reflects \(h\) times in the molecular plane and \(s\) times in the vertical plane through atom 0, and then rotates by \(k\) sixths of a turn. Here \(k\) runs from 0 to 5, and \(s\) and \(h\) are 0 or 1, giving 24 operations. In Lean the label type is `Op`, and `op g` is the 3×3 matrix \(R(g)\).

The matrix is written in a hexagonal basis: two vectors point at corners 0 and 1, and the third lies along the sixfold axis. All entries are then integers. A change of basis alters neither traces nor determinants, so these are the Cartesian values. The matrix `metric` holds twice the scalar products of the basis vectors.

The other definitions translate as follows.

- `pos` places the atoms on two concentric hexagons, the hydrogens at twice the carbon radius. The ratio is a convenience, since it does not affect which atoms stay in place.
- `disp g` is the 36×36 matrix that turns each displacement and carries it to the atom's new site.
- `vib g` is the trace of `disp g` minus the characters of translations and rotations.
- `irr` is the character table, with the \(C_2'\) axes through atoms. Putting them through bonds would exchange the B1 and B2 labels.
- `mult ρ χ` is the group average of the product of row `ρ` with the character `χ`, as a rational number.

The final theorem, `benzene_infrared_raman_counts`, states that the multiplicities of A2u and E1u in `vib` add up to 4, and those of A1g, E1g and E2g to 7. The stronger `vib_mult` gives all twelve multiplicities:

\[
2A_{1g}+A_{2g}+2B_{2g}+E_{1g}+4E_{2g}+A_{2u}+2B_{1u}+2B_{2u}+3E_{1u}+2E_{2u}.
\]

The theorems concern the symmetry operations and their characters. They contain no frequencies, intensities, anharmonic effects or overtones, and the character table is entered as data whose rows are shown to be orthonormal.

## Only atoms that stay in place contribute to the trace

If an operation moves an atom to another site, that atom's displacements contribute nothing to the diagonal of the 36×36 matrix. An atom that stays contributes \(\operatorname{tr}R\). Hence

\[
\chi_{\rm disp}(g)=N_{\rm fixed}(g)\,\operatorname{tr}R(g).
\]

Write \(\theta=\pi k/3\) and \(\varepsilon=(-1)^h\). Then \(\operatorname{tr}R=2\cos\theta+\varepsilon\) for \(s=0\), and \(\operatorname{tr}R=\varepsilon\) for \(s=1\).

For \(s=0\), corner \(j\) goes to \(j+k\) modulo 6, so atoms stay only if \(k=0\), and then all twelve do. The identity gives \(12\cdot3=36\) and \(\sigma_h\) gives \(12\cdot1=12\).

For \(s=1\), corner \(j\) goes to \(k-j\). It stays if \(2j\equiv k\) modulo 6, which has two solutions for even \(k\) and none for odd \(k\). With two rings, four atoms stay. For even \(k\), the vertical planes through atoms (\(h=0\), called \(\sigma_v\) here) give \(4\), and the \(C_2'\) axes (\(h=1\)) give \(-4\). All remaining operations give 0.

## Removing translations and rotations

A translation is a polar vector and has character \(\operatorname{tr}R\). A small rotation displaces an atom at \(\mathbf r\) by \(\boldsymbol\omega\times\mathbf r\). Since

\[
R(\boldsymbol\omega\times\mathbf r)=(\det R)\,(R\boldsymbol\omega)\times(R\mathbf r),
\]

the vector \(\boldsymbol\omega\) transforms with an extra factor \(\det R\), and its character is \(\det R\,\operatorname{tr}R\). Therefore

\[
\chi_{\rm vib}=\chi_{\rm disp}-\operatorname{tr}R-\det R\,\operatorname{tr}R .
\]

For improper operations the last two terms cancel, leaving 12 for \(\sigma_h\), 4 for \(\sigma_v\) and 0 otherwise. For proper operations \(2\operatorname{tr}R\) is subtracted:

- \(E\): \(36-6=30\)
- \(C_6\): \(0-4=-4\)
- \(C_3\): \(0-0=0\)
- \(C_2\): \(0+2=2\)
- \(C_2'\): \(-4+2=-2\)
- \(C_2''\): \(0+2=2\)

## Projecting onto the twelve species

The one-dimensional rows of the table are the eight functions \((-1)^{ak+bs+ch}\) with \(a,b,c\in\{0,1\}\). The product of two different ones averages to zero, and each squares to 1. The two-dimensional rows vanish for \(s=1\). For \(s=0\) they are \(2\cos(m\theta)\) or \(2\varepsilon\cos(m\theta)\), with \(m=1\) for E1 and \(m=2\) for E2. The sum of \(4\cos^2(m\theta)\) over \(k\) is 12, and the two values of \(h\) make it 24. Different E rows are orthogonal through the sum over \(k\) or over \(h\). They are also orthogonal to the one-dimensional rows, because \(\cos(m\theta)\) sums to zero against both 1 and \((-1)^k\). The rows are therefore orthonormal under the group average, and averaging \(\chi_{\rm vib}\) against a row \(\chi_\rho\) gives its multiplicity \(n_\rho\).

With the class sizes included,

\[
\begin{aligned}
24\,n_\rho={}&30\chi_\rho(E)-8\chi_\rho(C_6)+2\chi_\rho(C_2)-6\chi_\rho(C_2')\\
&+6\chi_\rho(C_2'')+12\chi_\rho(\sigma_h)+12\chi_\rho(\sigma_v).
\end{aligned}
\]

| Species | \(E\) | \(C_6\) | \(C_2\) | \(C_2'\) | \(C_2''\) | \(\sigma_h\) | \(\sigma_v\) | \(n_\rho\) |
|---|---|---|---|---|---|---|---|---|
| A1g | 1 | 1 | 1 | 1 | 1 | 1 | 1 | 2 |
| A2g | 1 | 1 | 1 | −1 | −1 | 1 | −1 | 1 |
| B1g | 1 | −1 | −1 | 1 | −1 | −1 | −1 | 0 |
| B2g | 1 | −1 | −1 | −1 | 1 | −1 | 1 | 2 |
| E1g | 2 | 1 | −2 | 0 | 0 | −2 | 0 | 1 |
| E2g | 2 | −1 | 2 | 0 | 0 | 2 | 0 | 4 |
| A1u | 1 | 1 | 1 | 1 | 1 | −1 | −1 | 0 |
| A2u | 1 | 1 | 1 | −1 | −1 | −1 | 1 | 1 |
| B1u | 1 | −1 | −1 | 1 | −1 | 1 | 1 | 2 |
| B2u | 1 | −1 | −1 | −1 | 1 | 1 | −1 | 2 |
| E1u | 2 | 1 | −2 | 0 | 0 | 2 | 0 | 3 |
| E2u | 2 | −1 | 2 | 0 | 0 | −2 | 0 | 2 |

The two totals are \(1+3=4\) and \(2+1+4=7\).

## Why these species belong to infrared and Raman spectra

A fundamental is infrared allowed if its species occurs in the dipole vector. The trace formulas above give \(\operatorname{tr}R=\chi_{A_{2u}}+\chi_{E_{1u}}\) directly.

A fundamental is Raman allowed if its species occurs in the symmetric polarizability tensor, whose character is \(\tfrac12[(\operatorname{tr}R)^2+\operatorname{tr}R^2]\). For \(s=0\), \(\operatorname{tr}R^2=2\cos2\theta+1\), and the character becomes

\[
2+2\varepsilon\cos\theta+2\cos2\theta .
\]

For \(s=1\), \(R^2\) is the identity and the character is \(\tfrac12(1+3)=2\). Both cases agree with \(2A_{1g}+E_{1g}+E_{2g}\). The theorem `dipole_and_polarizability` states both decompositions, the second multiplied by two to stay within the integers. The selection rules themselves are physical input.

## What changes if the rigid motions stay in

Suppose the multiplicities are taken in \(\chi_{\rm disp}\) instead of \(\chi_{\rm vib}\). Translations add \(A_{2u}+E_{1u}\) and rotations add \(A_{2g}+E_{1g}\). The totals become 6 and 8, so both counts fail.

## The same count in a frequency calculation

A harmonic frequency calculation diagonalises the mass-weighted Hessian, and many programs first project out translations and rotations. In a symmetry-adapted basis the projected Hessian, restricted to the vibrations, splits into blocks, and \(n_\rho\) is the block size for species \(\rho\), with one such block for each partner of an E species. For benzene with equal masses on equivalent sites, the largest block is the 4×4 one of E2g. The multiplicities add up to 20, so 30 modes should show 20 distinct frequencies unless some coincide accidentally. A different pattern of labels can come from another choice of the \(C_2'\) axes, from a program that uses the labels of a subgroup such as D2h, from a geometry that is not quite symmetric, or from rigid motions left among the modes.

## The Lean file

```lean
import Mathlib

open Matrix

namespace BenzeneVibrations

/-- Labels `(k, s, h)` of the operations of D6h: a rotation by `k` sixths of a turn, preceded by
`s` reflections in a vertical plane through atom 0 and `h` reflections in the molecular plane. -/
abbrev Op := Fin 6 × Fin 2 × Fin 2

/-- First hexagonal coordinate of the six corners of the carbon ring. -/
def ringX : Fin 6 → ℤ := ![1, 0, -1, -1, 0, 1]

/-- Second hexagonal coordinate of the six corners of the carbon ring. -/
def ringY : Fin 6 → ℤ := ![0, 1, 1, 0, -1, -1]

/-- The matrix of an operation in the basis formed by the directions of corners 0 and 1 and the
sixfold axis; its first two columns are the images of these corners. -/
def op (g : Op) : Matrix (Fin 3) (Fin 3) ℤ :=
  let m := if g.2.1 = 0 then g.1 + 1 else g.1 - 1
  !![ringX g.1, ringX m, 0; ringY g.1, ringY m, 0; 0, 0, (-1) ^ g.2.2.val]

/-- The label of the operation "first `b`, then `a`". -/
def comp (a b : Op) : Op :=
  (if a.2.1 = 0 then a.1 + b.1 else a.1 - b.1, a.2.1 + b.2.1, a.2.2 + b.2.2)

/-- The twelve atoms: ring 0 is carbon, ring 1 is hydrogen, each with six corners. -/
abbrev Atom := Fin 2 × Fin 6

/-- Atomic positions, with the hydrogen hexagon drawn at twice the carbon radius. -/
def pos (a : Atom) : Fin 3 → ℤ :=
  ![(a.1.val + 1) * ringX a.2, (a.1.val + 1) * ringY a.2, 0]

/-- The scalar products of the hexagonal basis vectors, multiplied by two. -/
def metric : Matrix (Fin 3) (Fin 3) ℤ := !![2, 1, 0; 1, 2, 0; 0, 0, 2]

/-- The action on the 36 displacement coordinates: the displacement of each atom is turned by the
operation and carried to the atom's new site. -/
def disp (g : Op) : Matrix (Atom × Fin 3) (Atom × Fin 3) ℤ :=
  fun p q => if op g *ᵥ pos q.1 = pos p.1 then op g p.2 q.2 else 0

/-- The vibrational character: all displacements, minus translations (a polar vector), minus
rotations (an axial vector). -/
def vib (g : Op) : ℤ :=
  (disp g).trace - (op g).trace - (op g).det * (op g).trace

/-- The twelve symmetry species of D6h. -/
inductive Irrep
  | A1g | A2g | B1g | B2g | E1g | E2g | A1u | A2u | B1u | B2u | E1u | E2u
  deriving DecidableEq

/-- The finite list of the twelve species. -/
instance : Fintype Irrep where
  elems := {Irrep.A1g, Irrep.A2g, Irrep.B1g, Irrep.B2g, Irrep.E1g, Irrep.E2g,
    Irrep.A1u, Irrep.A2u, Irrep.B1u, Irrep.B2u, Irrep.E1u, Irrep.E2u}
  complete := by
    intro x
    cases x <;> simp

/-- The character table of D6h, with the C2' axes passing through atoms. -/
def irr : Irrep → Op → ℤ
  | .A1g, _ => 1
  | .A2g, (_, s, _) => (-1) ^ s.val
  | .B1g, (k, s, h) => (-1) ^ (k.val + s.val + h.val)
  | .B2g, (k, _, h) => (-1) ^ (k.val + h.val)
  | .E1g, (k, s, h) => if s = 0 then (-1) ^ h.val * ![2, 1, -1, -2, -1, 1] k else 0
  | .E2g, (k, s, _) => if s = 0 then ![2, -1, -1, 2, -1, -1] k else 0
  | .A1u, (_, s, h) => (-1) ^ (s.val + h.val)
  | .A2u, (_, _, h) => (-1) ^ h.val
  | .B1u, (k, _, _) => (-1) ^ k.val
  | .B2u, (k, s, _) => (-1) ^ (k.val + s.val)
  | .E1u, (k, s, _) => if s = 0 then ![2, 1, -1, -2, -1, 1] k else 0
  | .E2u, (k, s, h) => if s = 0 then (-1) ^ h.val * ![2, -1, -1, 2, -1, -1] k else 0

/-- The multiplicity of a species in a character: the average of their product over the group. -/
def mult (ρ : Irrep) (χ : Op → ℤ) : ℚ := ((∑ g, irr ρ g * χ g : ℤ) : ℚ) / 24

/-- A table of the number of times each species occurs among the vibrations. -/
def vibModes : Irrep → ℤ
  | .A1g => 2 | .A2g => 1 | .B1g => 0 | .B2g => 2 | .E1g => 1 | .E2g => 4
  | .A1u => 0 | .A2u => 1 | .B1u => 2 | .B2u => 2 | .E1u => 3 | .E2u => 2

/-- Every operation preserves lengths and angles and sends each atom to the site of an atom in the
same ring. -/
theorem op_symmetry : ∀ g : Op, (op g)ᵀ * metric * op g = metric ∧
    ∀ a : Atom, ∃ j : Fin 6, op g *ᵥ pos a = pos (a.1, j) := by
  decide +kernel

/-- Performing two operations in succession is again one of the 24 operations, with the label
given by `comp`. -/
theorem op_mul : ∀ a b : Op, op a * op b = op (comp a b) := by
  decide +kernel

/-- Different labels describe different operations. -/
theorem op_distinct : ∀ a b : Op, op a = op b → a = b := by
  decide +kernel

/-- The displacement character is 36 for the identity, 12 for the molecular plane, 4 for vertical
planes through atoms, -4 for twofold axes through atoms, and 0 for all other operations. -/
theorem disp_trace : ∀ g : Op, (disp g).trace =
    if g = (0, 0, 0) then 36
    else if g = (0, 0, 1) then 12
    else if g.2.1 = 1 ∧ g.1.val % 2 = 0 then (if g.2.2 = 0 then 4 else -4)
    else 0 := by
  decide +kernel

/-- The determinant of an operation changes sign with each reflection it contains. -/
theorem det_op (g : Op) : (op g).det = (-1) ^ (g.2.1.val + g.2.2.val) := by
  rw [Matrix.det_fin_three]
  revert g
  decide +kernel

/-- The rows of the character table are orthonormal under the group average. -/
theorem irr_orthonormal (ρ σ : Irrep) : mult ρ (irr σ) = if ρ = σ then 1 else 0 := by
  have h : ∀ ρ σ : Irrep, ∑ g, irr ρ g * irr σ g = if ρ = σ then 24 else 0 := by
    decide +kernel
  rw [mult, h]
  split_ifs <;> norm_num

/-- The dipole vector transforms as A2u + E1u, and the symmetric polarizability tensor as
2 A1g + E1g + E2g (its character is half of the left side of the second equation). -/
theorem dipole_and_polarizability : ∀ g : Op,
    (op g).trace = irr .A2u g + irr .E1u g ∧
    (op g).trace ^ 2 + (op g * op g).trace =
      2 * (2 * irr .A1g g + irr .E1g g + irr .E2g g) := by
  decide +kernel

/-- The vibrational character is the sum of the species' characters, each taken as often as
`vibModes` says. -/
theorem vib_decomposition (g : Op) : vib g = ∑ ρ, vibModes ρ * irr ρ g := by
  rw [vib, disp_trace, det_op]
  revert g
  decide +kernel

/-- The multiplicity of every species in the vibrational character is the entry of `vibModes`. -/
theorem vib_mult (ρ : Irrep) : mult ρ vib = vibModes ρ := by
  -- project the decomposition onto one row of the character table
  have h : ∀ ρ : Irrep,
      ∑ g, irr ρ g * ∑ σ, vibModes σ * irr σ g = 24 * vibModes ρ := by
    decide +kernel
  simp only [mult, vib_decomposition]
  rw [h]
  push_cast
  ring

/-- Among the vibrations of benzene the species A2u and E1u occur 4 times in total, and the
species A1g, E1g and E2g occur 7 times in total. -/
theorem benzene_infrared_raman_counts :
    mult .A2u vib + mult .E1u vib = 4 ∧
    mult .A1g vib + mult .E1g vib + mult .E2g vib = 7 := by
  simp only [vib_mult, vibModes]
  norm_num

end BenzeneVibrations
```

```lean
#print axioms BenzeneVibrations.op_distinct
#print axioms BenzeneVibrations.irr_orthonormal
#print axioms BenzeneVibrations.dipole_and_polarizability
#print axioms BenzeneVibrations.benzene_infrared_raman_counts
```

```
'BenzeneVibrations.op_distinct' depends on axioms: [propext, Classical.choice, Quot.sound]
'BenzeneVibrations.irr_orthonormal' depends on axioms: [propext, Classical.choice, Quot.sound]
'BenzeneVibrations.dipole_and_polarizability' depends on axioms: [propext, Classical.choice, Quot.sound]
'BenzeneVibrations.benzene_infrared_raman_counts' depends on axioms: [propext, Classical.choice, Quot.sound]
```

## How the finite checks fit together

Since there are only 24 operations, 12 atoms and 12 species, most statements are settled by `decide +kernel`: the kernel evaluates the claim in every case.

Three theorems check that the matrices form a group of 24 symmetries of the molecule; which operation a label names is read from the definition of `op`. `op_symmetry` shows that they preserve the metric and map each ring of atoms to itself, `op_mul` that products follow the rule `comp`, and `op_distinct` that no operation is listed twice.

`disp_trace` evaluates the trace of the full 36×36 matrix, where the derivation by hand counts fixed atoms. `det_op` first expands the determinant with `Matrix.det_fin_three` and then checks the sign for each label.

`vib_decomposition` substitutes these two results into the definition of `vib`. What remains is a comparison of small integers, operation by operation, with the sum of table rows weighted by `vibModes`.

`vib_mult` then performs the projection. Its inner statement `h` says that summing the decomposition against row `ρ` gives 24 times the entry of `vibModes`, and division by 24 finishes the argument. This is orthogonality at work, although `h` is evaluated directly and does not call `irr_orthonormal`, which establishes the general relation between rows separately. The final theorem inserts the five relevant entries and adds them.
